# Bonding and antibonding orbitals of two equivalent functions have equal Coulomb integrals in the Mulliken approximation

The two-electron integrals here are not computed from functions in space. They are defined by a formula in two real matrices: the overlaps \(S_{pq}\) of the basis functions, and the repulsions \(G_{pr}\) between the densities \(\varphi_p^2\) and \(\varphi_r^2\). An orbital is its vector of real coefficients. The Mulliken approximation thus enters as a definition, and everything below is exact algebra within it. How well it reproduces true Coulomb integrals is a separate question.

For two equivalent normalised functions with overlap \(s\), \(|s|<1\), let \(A\) be the repulsion of a density with itself and \(B\) that between the two densities. The normalised bonding orbital \(g\) and antibonding orbital \(u\) then satisfy

\[
J_{gg}=J_{uu}=J_{gu}=\frac{A+B}{2}.
\]

In a two-electron, two-function model of a homonuclear diatomic with these integrals, the configurations \(g^2\) and \(u^2\) therefore differ in energy only through their one-electron terms.

```lean
import Mathlib

open Finset

namespace MullikenIntegralApproximation

noncomputable section

variable {n : Type*} [Fintype n]
```

## Orbital products replaced by averaged densities

For normalised basis functions, the approximation replaces a product of two of them by their mean density, scaled to the right total charge: \(\varphi_p\varphi_q\approx \tfrac12 S_{pq}(\varphi_p^2+\varphi_q^2)\). Doing this for both electrons gives

\[
(pq|rt)=\tfrac14 S_{pq}S_{rt}\,(G_{pr}+G_{pt}+G_{qr}+G_{qt}),
\]

which is `mulliken S G p q r t`.

```lean
/-- The Mulliken approximation to the two-electron integral (pq|rt), built from the overlap
matrix `S` and the matrix `G` of repulsions between basis densities. -/
def mulliken (S G : Matrix n n ℝ) (p q r t : n) : ℝ :=
  S p q * S r t * (G p r + G p t + G q r + G q t) / 4
```

Integrals over orbitals \(a,b,c,d\) are the full four-index contraction, in the order \((ab|cd)\) with \(a,b\) belonging to electron 1. Hence \(J_{ab}=(aa|bb)\) and \(K_{ab}=(ab|ab)\). In the next definition, `g` stands for the integrals over basis functions, not for the bonding orbital.

```lean
/-- The integral (ab|cd) over molecular orbitals with real coefficients `a`, `b`, `c`, `d`,
obtained from the integrals `g` over basis functions. -/
def moIntegral (g : n → n → n → n → ℝ) (a b c d : n → ℝ) : ℝ :=
  ∑ p, ∑ q, ∑ r, ∑ t, a p * b q * c r * d t * g p q r t
```

The overlap of two orbitals is \(\langle a|b\rangle=\sum_{pq}a_pS_{pq}b_q\).

```lean
/-- The overlap of two molecular orbitals in a basis with overlap matrix `S`. -/
def orbitalOverlap (S : Matrix n n ℝ) (a b : n → ℝ) : ℝ :=
  ∑ p, ∑ q, a p * S p q * b q
```

The Mulliken population of the product \(ab\) on function \(p\) shares each overlap term equally between its two functions:

\[
q_p(ab)=\tfrac12\sum_q\,(a_pS_{pq}b_q+a_qS_{qp}b_p).
\]

```lean
/-- The Mulliken population of the orbital product `ab` on the basis function `p`: each overlap
contribution is shared equally between its two basis functions. -/
def population (S : Matrix n n ℝ) (a b : n → ℝ) (p : n) : ℝ :=
  ∑ q, (a p * S p q * b q + a q * S q p * b p) / 2
```

For two equivalent centres, numbered 0 and 1, both matrices have equal diagonal entries and equal off-diagonal entries. The overlap matrix is `twoCentre 1 s`, whose unit diagonal says that the basis functions are normalised, and the repulsion matrix is `twoCentre A B`.

```lean
/-- The symmetric matrix of two equivalent centres, with diagonal `x` and off-diagonal `y`. -/
def twoCentre (x y : ℝ) : Matrix (Fin 2) (Fin 2) ℝ := !![x, y; y, x]
```

The orbitals are \(g=(1,1)/\sqrt{2+2s}\) and \(u=(1,-1)/\sqrt{2-2s}\). The names bonding and antibonding fit \(s>0\), as for two 1s functions. For \(s<0\) the two orbitals exchange these roles, which does not affect the results for the Coulomb and exchange integrals below.

```lean
/-- The in-phase combination of two functions with overlap `s`, called bonding as is appropriate for
`s > 0`. -/
def bonding (s : ℝ) : Fin 2 → ℝ := ![1 / √(2 + 2 * s), 1 / √(2 + 2 * s)]

/-- The out-of-phase combination of two functions with overlap `s`, called antibonding as is
appropriate for `s > 0`. -/
def antibonding (s : ℝ) : Fin 2 → ℝ := ![1 / √(2 - 2 * s), -(1 / √(2 - 2 * s))]
```

## The Mulliken form turns integrals into interacting populations

By hand, the approximation is used through one identity. For any potential \(f_p\), exchange the names \(p\) and \(q\) in the second half of the population:

\[
\sum_p q_p(ab)f_p=\sum_{pq}a_pS_{pq}b_q\,\frac{f_p+f_q}{2}.
\]

In the proof, `Finset.sum_comm` performs this exchange, and the rest collects terms.

```lean
/-- Populations weighted with a potential `f` give the sum over pairs of basis functions in which
each pair feels the mean of `f` on its two members. -/
theorem sum_population_mul (S : Matrix n n ℝ) (a b f : n → ℝ) :
    ∑ p, population S a b p * f p =
      ∑ p, ∑ q, a p * S p q * b q * ((f p + f q) / 2) := by
  -- exchange the names of the two basis functions in one half of the population
  have h : ∑ p, ∑ q, a q * S q p * b p * f p = ∑ p, ∑ q, a p * S p q * b q * f q :=
    Finset.sum_comm
  calc ∑ p, population S a b p * f p
      = (∑ p, ∑ q, a p * S p q * b q * f p + ∑ p, ∑ q, a q * S q p * b p * f p) / 2 := by
        simp only [population, Finset.sum_mul, ← Finset.sum_add_distrib, Finset.sum_div]
        exact sum_congr rfl fun p _ => sum_congr rfl fun q _ => by ring
    _ = ∑ p, ∑ q, a p * S p q * b q * ((f p + f q) / 2) := by
        rw [h]
        simp only [← Finset.sum_add_distrib, Finset.sum_div]
        exact sum_congr rfl fun p _ => sum_congr rfl fun q _ => by ring
```

With \(f=1\), the populations add up to \(\langle a|b\rangle\).

```lean
/-- The Mulliken populations of an orbital product add up to the overlap of the two orbitals. -/
theorem population_sum (S : Matrix n n ℝ) (a b : n → ℝ) :
    ∑ p, population S a b p = orbitalOverlap S a b := by
  have h := sum_population_mul S a b (fun _ => 1)
  simpa [orbitalOverlap] using h
```

Now let \(V_p=\sum_r G_{pr}q_r(cd)\) be the potential that the product \(cd\) produces at \(p\). The identity, applied to \(cd\), gives

\[
V_p=\sum_{rt}c_rS_{rt}d_t\,\frac{G_{pr}+G_{pt}}{2}.
\]

Applied again, to \(ab\) with \(f=V\), it gives

\[
\sum_p q_p(ab)V_p=\sum_{pqrt}a_pS_{pq}b_q\,c_rS_{rt}d_t\,\frac{G_{pr}+G_{pt}+G_{qr}+G_{qt}}{4}=(ab|cd).
\]

So every orbital integral is \(\sum_{pr}q_p(ab)\,G_{pr}\,q_r(cd)\). The theorem holds in any finite basis, and neither \(S\) nor \(G\) has to be symmetric. Its proof makes the same two applications of `sum_population_mul` and then compares the sums term by term.

```lean
/-- In the Mulliken approximation every molecular-orbital integral (ab|cd) is the interaction,
through `G`, of the populations of `ab` with those of `cd`. -/
theorem moIntegral_mulliken (S G : Matrix n n ℝ) (a b c d : n → ℝ) :
    moIntegral (mulliken S G) a b c d =
      ∑ p, ∑ r, population S a b p * G p r * population S c d r := by
  -- the potential at p due to the product cd
  have h : ∀ p, ∑ r, population S a b p * G p r * population S c d r =
      population S a b p * ∑ r, ∑ t, c r * S r t * d t * ((G p r + G p t) / 2) := by
    intro p
    have key := sum_population_mul S c d (G p)
    rw [← key, Finset.mul_sum]
    exact sum_congr rfl fun r _ => by ring
  -- average that potential over the pairs of the product ab
  rw [Finset.sum_congr rfl fun p _ => h p,
    sum_population_mul S a b
      (fun p => ∑ r, ∑ t, c r * S r t * d t * ((G p r + G p t) / 2))]
  unfold moIntegral
  refine sum_congr rfl fun p _ => sum_congr rfl fun q _ => ?_
  simp only [← Finset.sum_add_distrib, Finset.sum_div, Finset.mul_sum]
  refine sum_congr rfl fun r _ => sum_congr rfl fun t _ => ?_
  simp only [mulliken]
  ring
```

Exact integrals do not in general factorise in this way. Over two functions they also include independent hybrid and exchange integrals, and \(J_{gg}\), \(J_{uu}\) and \(J_{gu}\) are then in general three different numbers.

## Equivalent centres give one \(A\) and one \(B\)

Equivalence means that a symmetry operation exchanges the two functions, as for the 1s functions of H₂. By hand it lets us write \(G_{00}=G_{11}=A\) and \(G_{01}=G_{10}=B\); in the proofs these values enter through the following lemma.

```lean
/-- The four entries of the matrix of two equivalent centres. -/
theorem twoCentre_entries (x y : ℝ) :
    twoCentre x y 0 0 = x ∧ twoCentre x y 0 1 = y ∧
      twoCentre x y 1 0 = y ∧ twoCentre x y 1 1 = x :=
  ⟨rfl, rfl, rfl, rfl⟩
```

If the self-repulsions were \(A_0\neq A_1\), the same \(g\) and \(u\) would still have half an electron on each centre, and their Coulomb integrals would all be \((A_0+A_1+2B)/4\). Symmetry would no longer single out these two orbitals, however.

## An overlap strictly between −1 and 1 makes both orbitals normalisable

For normalised functions, \(|s|<1\) says that the two are linearly independent. By hand it makes \(2+2s\) and \(2-2s\) positive, so that

\[
g_0^2=\frac{1}{2+2s},\qquad u_0^2=\frac{1}{2-2s}.
\]

The proof extracts the two inequalities from `abs_lt` and states the squares as products equal to one.

```lean
/-- The coefficients of `bonding s` are equal, those of `antibonding s` opposite, and their squares
are 1/(2 + 2s) and 1/(2 - 2s), written without division. -/
theorem orbital_coefficients {s : ℝ} (hs : |s| < 1) :
    bonding s 1 = bonding s 0 ∧ antibonding s 1 = -antibonding s 0 ∧
      bonding s 0 ^ 2 * (2 + 2 * s) = 1 ∧ antibonding s 0 ^ 2 * (2 - 2 * s) = 1 := by
  obtain ⟨h1, h2⟩ := abs_lt.mp hs
  have key : ∀ t : ℝ, 0 < t → (1 / √t) ^ 2 * t = 1 := by
    intro t ht
    rw [div_pow, Real.sq_sqrt ht.le, one_pow, one_div, inv_mul_cancel₀ ht.ne']
  exact ⟨rfl, rfl, key _ (by linarith), key _ (by linarith)⟩
```

Orthonormality follows directly:

\[
\langle g|g\rangle=(2+2s)g_0^2=1,\qquad \langle u|u\rangle=(2-2s)u_0^2=1,
\]
\[
\langle g|u\rangle=g_0u_0(1-s+s-1)=0.
\]

```lean
/-- The bonding and antibonding orbitals are normalised and mutually orthogonal. -/
theorem orbitals_orthonormal {s : ℝ} (hs : |s| < 1) :
    orbitalOverlap (twoCentre 1 s) (bonding s) (bonding s) = 1 ∧
      orbitalOverlap (twoCentre 1 s) (antibonding s) (antibonding s) = 1 ∧
      orbitalOverlap (twoCentre 1 s) (bonding s) (antibonding s) = 0 := by
  obtain ⟨g1, u1, hg, hu⟩ := orbital_coefficients hs
  simp only [orbitalOverlap, Fin.sum_univ_two, twoCentre_entries, g1, u1]
  refine ⟨?_, ?_, ?_⟩
  · linear_combination hg
  · linear_combination hu
  · ring
```

At \(s=1\) the two functions coincide and there is no antibonding orbital to normalise. Lean's convention \(1/0=0\) would turn `antibonding 1` into the zero vector, whose self-repulsion is 0 and not \((A+B)/2\).

## Normalised orbitals leave only the imbalance between the centres

The hypotheses `ha` and `hb` say that both orbitals are normalised, so the populations of each add up to one. For an orbital \(a\),

\[
q_0(aa)=a_0^2+s\,a_0a_1,\qquad q_1(aa)=a_1^2+s\,a_0a_1.
\]

Their sum is \(\langle a|a\rangle=1\), and their difference is \(\delta_a=a_0^2-a_1^2\). The populations are therefore \((1\pm\delta_a)/2\), and likewise \((1\pm\delta_b)/2\) for \(b\). Inserting them in the factorised integral gives

\[
J_{ab}=A\,\frac{1+\delta_a\delta_b}{2}+B\,\frac{1-\delta_a\delta_b}{2}
=\frac{A+B}{2}+\frac{A-B}{2}\,\delta_a\delta_b .
\]

The proof expands the populations and removes the two norms in a single `linear_combination`. Its coefficients encode \(N_aN_b-1=N_b(N_a-1)+(N_b-1)\), where \(N_a=\langle a|a\rangle\) and \(N_b=\langle b|b\rangle\).

```lean
/-- The Coulomb integral of any two normalised two-centre orbitals is (A + B)/2 plus a term
proportional to the product of their differences of squared coefficients. -/
theorem coulomb_two_centre (s A B : ℝ) (a b : Fin 2 → ℝ)
    (ha : orbitalOverlap (twoCentre 1 s) a a = 1)
    (hb : orbitalOverlap (twoCentre 1 s) b b = 1) :
    moIntegral (mulliken (twoCentre 1 s) (twoCentre A B)) a a b b =
      (A + B) / 2 + (A - B) / 2 * (a 0 ^ 2 - a 1 ^ 2) * (b 0 ^ 2 - b 1 ^ 2) := by
  rw [moIntegral_mulliken]
  simp only [orbitalOverlap, Fin.sum_univ_two, twoCentre_entries] at ha hb
  simp only [population, Fin.sum_univ_two, twoCentre_entries]
  -- the total populations of both orbitals are one
  linear_combination (A + B) / 2 *
    ((b 0 ^ 2 + b 1 ^ 2 + 2 * s * b 0 * b 1) * ha + hb)
```

Without normalisation, the first term becomes \(N_aN_b(A+B)/2\), so the value depends on how the orbitals are scaled.

Both \(g\) and \(u\) are normalised, and both have coefficients with equal squares, so \(\delta_g=\delta_u=0\) and the second term vanishes in all three cases. In the theorem, `I g g g g`, `I u u u u` and `I g g u u` are \(J_{gg}\), \(J_{uu}\) and \(J_{gu}\). The condition \(|s|<1\) supplies the normalisation; \(A\) and \(B\) may be any real numbers.

```lean
/-- Main theorem: in the Mulliken approximation the Coulomb integrals J_gg, J_uu and J_gu of the
bonding and antibonding orbitals all equal (A + B)/2. -/
theorem coulomb_bonding_antibonding {s : ℝ} (hs : |s| < 1) (A B : ℝ) :
    let g := bonding s
    let u := antibonding s
    let I := moIntegral (mulliken (twoCentre 1 s) (twoCentre A B))
    I g g g g = (A + B) / 2 ∧ I u u u u = (A + B) / 2 ∧ I g g u u = (A + B) / 2 := by
  obtain ⟨g1, u1, -, -⟩ := orbital_coefficients hs
  obtain ⟨hg, hu, -⟩ := orbitals_orthonormal hs
  refine ⟨?_, ?_, ?_⟩
  · rw [coulomb_two_centre s A B _ _ hg hg, g1]; ring
  · rw [coulomb_two_centre s A B _ _ hu hu, u1]; ring
  · rw [coulomb_two_centre s A B _ _ hg hu, g1]; ring
```

## \(A\neq B\) makes the value a test for equal weights

The condition \(A\neq B\) says that the repulsion distinguishes two electrons on the same centre from two on different centres. For Coulomb repulsion between different densities, \(A>B\), because \(2(A-B)\) is the positive self-interaction of the difference density.

For one normalised orbital, the previous formula reads

\[
J_{aa}-\frac{A+B}{2}=\frac{A-B}{2}\,(a_0^2-a_1^2)^2 .
\]

If \(A\neq B\), the left side is zero exactly when \(a_0^2=a_1^2\). The proof uses `hAB` at one point, to cancel the factor \(A-B\) from a vanishing product.

```lean
/-- If A and B differ, a normalised two-centre orbital has self-repulsion (A + B)/2 exactly when
its two coefficients have equal squares. -/
theorem self_repulsion_eq_iff (s : ℝ) {A B : ℝ} (hAB : A ≠ B) (a : Fin 2 → ℝ)
    (ha : orbitalOverlap (twoCentre 1 s) a a = 1) :
    moIntegral (mulliken (twoCentre 1 s) (twoCentre A B)) a a a a = (A + B) / 2 ↔
      a 0 ^ 2 = a 1 ^ 2 := by
  rw [coulomb_two_centre s A B a a ha ha]
  constructor
  · intro h
    have h0 : (A - B) * ((a 0 ^ 2 - a 1 ^ 2) * (a 0 ^ 2 - a 1 ^ 2)) = 0 := by
      linear_combination 2 * h
    have h1 := (mul_eq_zero.mp h0).resolve_left (sub_ne_zero.mpr hAB)
    exact sub_eq_zero.mp (mul_self_eq_zero.mp h1)
  · intro h
    rw [h]; ring
```

If \(A=B\), the test fails: the orbital \((1,0)\), which sits entirely on centre 0, also has self-repulsion \(A=(A+B)/2\).

## The exchange integral keeps the overlap

The condition \(|s|<1\) returns for \(K_{gu}=(gu|gu)\). In the population of the product \(gu\) the cross terms cancel:

\[
q_0(gu)=g_0u_0+\tfrac12 s\,(-g_0u_0+g_0u_0)=g_0u_0,\qquad q_1(gu)=-g_0u_0.
\]

These add up to zero, as they must for orthogonal orbitals. The factorised integral is then

\[
K_{gu}=g_0^2u_0^2\,(A-B-B+A)=\frac{2(A-B)}{(2+2s)(2-2s)}=\frac{A-B}{2(1-s^2)}.
\]

The proof multiplies by the denominator, which \(|s|<1\) makes positive, and then inserts the two squared coefficients from `orbital_coefficients`.

```lean
/-- In the Mulliken approximation the exchange integral K_gu = (gu|gu) of the bonding and
antibonding orbitals is (A - B)/(2(1 - s²)). -/
theorem exchange_bonding_antibonding {s : ℝ} (hs : |s| < 1) (A B : ℝ) :
    moIntegral (mulliken (twoCentre 1 s) (twoCentre A B))
      (bonding s) (antibonding s) (bonding s) (antibonding s) =
      (A - B) / (2 * (1 - s ^ 2)) := by
  obtain ⟨g1, u1, hg, hu⟩ := orbital_coefficients hs
  obtain ⟨h1, h2⟩ := abs_lt.mp hs
  have hpos : 0 < 2 * (1 - s ^ 2) := by nlinarith
  rw [moIntegral_mulliken, eq_div_iff hpos.ne']
  simp only [population, Fin.sum_univ_two, twoCentre_entries, g1, u1]
  -- the populations of the product gu are opposite on the two centres
  linear_combination (A - B) * (antibonding s 0 ^ 2 * (2 - 2 * s) * hg + hu)

end

end MullikenIntegralApproximation
```

```lean
#print axioms MullikenIntegralApproximation.population_sum
#print axioms MullikenIntegralApproximation.coulomb_bonding_antibonding
#print axioms MullikenIntegralApproximation.self_repulsion_eq_iff
#print axioms MullikenIntegralApproximation.exchange_bonding_antibonding
```

```
'MullikenIntegralApproximation.population_sum' depends on axioms: [propext, Classical.choice, Quot.sound]
'MullikenIntegralApproximation.coulomb_bonding_antibonding' depends on axioms: [propext, Classical.choice, Quot.sound]
'MullikenIntegralApproximation.self_repulsion_eq_iff' depends on axioms: [propext, Classical.choice, Quot.sound]
'MullikenIntegralApproximation.exchange_bonding_antibonding' depends on axioms: [propext, Classical.choice, Quot.sound]
```

For \(A\neq B\), the formula for \(K_{gu}\) grows without bound in magnitude as \(|s|\) approaches 1 with \(A\) and \(B\) held fixed. That limit is a formal one: when two 1s functions merge, \(B\) tends to \(A\) as well. In the two-electron model, \(K_{gu}\) is also the matrix element that couples \(g^2\) to \(u^2\).

## Numbers for \(s=0.6\)

Take \(A=0.8\) and \(B=0.4\) in arbitrary energy units. Then \(g_0^2=1/3.2=0.3125\) and \(u_0^2=1/0.8=1.25\). The populations on each centre are

\[
q_0(gg)=0.3125\cdot1.6=0.5,\qquad q_0(uu)=1.25\cdot0.4=0.5 .
\]

All three Coulomb integrals are therefore

\[
0.8\,(0.25+0.25)+0.4\,(0.25+0.25)=0.6=\frac{A+B}{2}.
\]

For the exchange integral, \(g_0u_0=\sqrt{0.390625}=0.625\), so the populations of \(gu\) are \(0.625\) and \(-0.625\), and

\[
K_{gu}=2\cdot0.390625\cdot(0.8-0.4)=0.3125=\frac{0.4}{2\cdot0.64}.
\]
